# A finite sum of undamped oscillations decays to zero only if it is zero at all times

If the dipole moment in a simulation of an isolated system with finitely many levels and a static Hermitian Hamiltonian fades away, it can be mistaken for a relaxing one and given a lifetime, although a long enough run would show it come back. The file below proves that such a signal returns, at arbitrarily late times and to any accuracy, and that it can approach a constant only by being that constant throughout.

```lean
import Mathlib

open Filter Topology Matrix

namespace FiniteSystemRecurrence

noncomputable section

/-- The phase factor `exp(-iωt)` of an oscillation with real frequency `ω`. -/
def phase (ω t : ℝ) : ℂ := Complex.exp (-(Complex.I * ω * t))

/-- A signal, such as a time-dependent dipole moment, made of finitely many
oscillations with complex amplitudes `a k` and real frequencies `w k`. -/
def signal {ι : Type*} [Fintype ι] (a : ι → ℂ) (w : ι → ℝ) (t : ℝ) : ℂ :=
  ∑ k, a k * phase (w k) t

/-- The state at time `t`, in the energy eigenbasis, with energies `E` (in units
where `ħ = 1`) and initial amplitudes `c`. -/
def evolved {n : Type*} (E : n → ℝ) (c : n → ℂ) (t : ℝ) : n → ℂ :=
  fun k => c k * phase (E k) t

/-- The expectation value `⟨ψ|A|ψ⟩`. -/
def expectation {n : Type*} [Fintype n] (A : Matrix n n ℂ) (ψ : n → ℂ) : ℂ :=
  star ψ ⬝ᵥ (A *ᵥ ψ)

/-- A phase factor has modulus one. -/
theorem norm_phase (ω t : ℝ) : ‖phase ω t‖ = 1 := by
  unfold phase
  rw [show -(Complex.I * (ω : ℂ) * (t : ℂ)) = ((-(ω * t) : ℝ) : ℂ) * Complex.I by
    push_cast; ring]
  exact Complex.norm_exp_ofReal_mul_I _

/-- Phases accumulated over successive time intervals multiply. -/
theorem phase_add (ω s t : ℝ) : phase ω (s + t) = phase ω s * phase ω t := by
  unfold phase
  rw [← Complex.exp_add]
  congr 1
  push_cast
  ring

/-- Finitely many oscillators come back, all at once and arbitrarily late, as close as
desired to their initial phases. -/
theorem phases_return {ι : Type*} [Fintype ι] (w : ι → ℝ) {δ : ℝ} (hδ : 0 < δ) (T : ℝ) :
    ∃ t > T, ∀ k, ‖phase (w k) t - 1‖ < δ := by
  -- sample the phases at multiples of a step longer than `T`
  obtain ⟨τ, hτ⟩ : ∃ τ : ℝ, τ = |T| + 1 := ⟨_, rfl⟩
  have hτ0 : 0 < τ := by rw [hτ]; positivity
  have hτT : T < τ := by rw [hτ]; linarith [le_abs_self T]
  let u : ℕ → ι → ℂ := fun n k => phase (w k) (n * τ)
  have hu : ∀ n, u n ∈ Metric.closedBall (0 : ι → ℂ) 1 := by
    intro n
    rw [mem_closedBall_zero_iff]
    exact (pi_norm_le_iff_of_nonneg zero_le_one).2 fun k => (norm_phase _ _).le
  -- by compactness two different samples nearly coincide
  obtain ⟨x, -, φ, hφ, hlim⟩ := (isCompact_closedBall (0 : ι → ℂ) 1).tendsto_subseq hu
  obtain ⟨N, hN⟩ := Metric.cauchySeq_iff'.1 hlim.cauchySeq δ hδ
  have hclose : dist (u (φ (N + 1))) (u (φ N)) < δ := hN (N + 1) (Nat.le_succ N)
  have hlt : φ N + 1 ≤ φ (N + 1) := hφ (Nat.lt_succ_self N)
  have hlt' : (φ N : ℝ) + 1 ≤ (φ (N + 1) : ℝ) := by exact_mod_cast hlt
  refine ⟨(φ (N + 1) : ℝ) * τ - (φ N : ℝ) * τ, ?_, fun k => ?_⟩
  · have h := mul_le_mul_of_nonneg_right hlt' hτ0.le
    rw [add_mul, one_mul] at h
    linarith
  -- their time difference is the return time
  · have hmul := phase_add (w k) ((φ N : ℝ) * τ) ((φ (N + 1) : ℝ) * τ - (φ N : ℝ) * τ)
    rw [add_sub_cancel] at hmul
    have hk : dist (phase (w k) ((φ (N + 1) : ℝ) * τ)) (phase (w k) ((φ N : ℝ) * τ)) < δ :=
      lt_of_le_of_lt (dist_le_pi_dist (u (φ (N + 1))) (u (φ N)) k) hclose
    rw [dist_eq_norm, hmul, ← mul_sub_one, norm_mul, norm_phase, one_mul] at hk
    exact hk

/-- Recurrence: for every tolerance `ε` there are arbitrarily late times `t` such that
shifting the whole signal by `t` changes it by less than `ε` at every instant. -/
theorem signal_recurrence {ι : Type*} [Fintype ι] (a : ι → ℂ) (w : ι → ℝ)
    {ε : ℝ} (hε : 0 < ε) (T : ℝ) :
    ∃ t > T, ∀ s, ‖signal a w (s + t) - signal a w s‖ < ε := by
  have hS : 0 ≤ ∑ k, ‖a k‖ := Finset.sum_nonneg fun k _ => norm_nonneg _
  have hS1 : 0 < (∑ k, ‖a k‖) + 1 := by linarith
  obtain ⟨t, ht, hk⟩ := phases_return w (div_pos hε hS1) T
  refine ⟨t, ht, fun s => ?_⟩
  have hdiff : signal a w (s + t) - signal a w s
      = ∑ k, a k * phase (w k) s * (phase (w k) t - 1) := by
    unfold signal
    rw [← Finset.sum_sub_distrib]
    refine Finset.sum_congr rfl fun k _ => ?_
    rw [phase_add]
    ring
  rw [hdiff]
  -- each oscillator contributes at most its amplitude times the phase error
  calc ‖∑ k, a k * phase (w k) s * (phase (w k) t - 1)‖
      ≤ ∑ k, ‖a k * phase (w k) s * (phase (w k) t - 1)‖ := norm_sum_le _ _
    _ ≤ ∑ k, ‖a k‖ * (ε / ((∑ k, ‖a k‖) + 1)) := by
        refine Finset.sum_le_sum fun k _ => ?_
        rw [norm_mul, norm_mul, norm_phase, mul_one]
        exact mul_le_mul_of_nonneg_left (hk k).le (norm_nonneg _)
    _ = (∑ k, ‖a k‖) * (ε / ((∑ k, ‖a k‖) + 1)) := by rw [Finset.sum_mul]
    _ < ε := by
        rw [← mul_div_assoc, div_lt_iff₀ hS1]
        linarith

/-- Echoes: any strength `η` below the signal's strength at one instant `s` is exceeded
again at arbitrarily late times. -/
theorem signal_echo {ι : Type*} [Fintype ι] (a : ι → ℂ) (w : ι → ℝ) {s η : ℝ}
    (hη : η < ‖signal a w s‖) (T : ℝ) : ∃ t > T, η < ‖signal a w t‖ := by
  obtain ⟨t, ht, hr⟩ := signal_recurrence a w (sub_pos.2 hη) (T - s)
  refine ⟨s + t, by linarith, ?_⟩
  have h1 := hr s
  have h2 := norm_sub_norm_le (signal a w s) (signal a w (s + t))
  rw [norm_sub_rev] at h2
  linarith

/-- No true damping: a signal with finitely many frequencies approaches a value `L` at late
times exactly when it equals `L` at all times. -/
theorem signal_tendsto_iff {ι : Type*} [Fintype ι] (a : ι → ℂ) (w : ι → ℝ) (L : ℂ) :
    Tendsto (signal a w) atTop (𝓝 L) ↔ ∀ s, signal a w s = L := by
  constructor
  · intro h s
    by_contra hne
    have hpos : 0 < ‖signal a w s - L‖ := norm_pos_iff.2 (sub_ne_zero.2 hne)
    obtain ⟨N, hN⟩ := Metric.tendsto_atTop.1 h _ (half_pos hpos)
    -- a late recurrence carries the value at `s` into the region near `L`
    obtain ⟨t, ht, hr⟩ := signal_recurrence a w (half_pos hpos) (N - s)
    have h1 := hN (s + t) (by linarith)
    rw [dist_eq_norm] at h1
    have h2 := hr s
    have h3 := norm_sub_le (signal a w (s + t) - L) (signal a w (s + t) - signal a w s)
    rw [sub_sub_sub_cancel_left] at h3
    linarith
  · intro h
    exact tendsto_const_nhds.congr fun s => (h s).symm

/-- The expectation value of `A` in a system with finitely many levels is a signal whose
frequencies are the energy differences `E k - E j`. -/
theorem expectation_eq_signal {n : Type*} [Fintype n] (A : Matrix n n ℂ) (E : n → ℝ)
    (c : n → ℂ) (t : ℝ) :
    expectation A (evolved E c t) =
      signal (fun p : n × n => star (c p.1) * A p.1 p.2 * c p.2)
        (fun p => E p.2 - E p.1) t := by
  have h : ∀ j k, phase (E k - E j) t = star (phase (E j) t) * phase (E k) t := by
    intro j k
    unfold phase
    rw [Complex.star_def, ← Complex.exp_conj, ← Complex.exp_add]
    congr 1
    simp only [map_neg, map_mul, Complex.conj_I, Complex.conj_ofReal, Complex.ofReal_sub]
    ring
  simp only [expectation, evolved, signal, dotProduct, Matrix.mulVec, Pi.star_apply,
    Fintype.sum_prod_type, Finset.mul_sum]
  refine Finset.sum_congr rfl fun j _ => Finset.sum_congr rfl fun k _ => ?_
  rw [h, star_mul']
  ring

/-- In a system with finitely many levels, every expectation value recurs uniformly in time,
and it approaches a value `L` at late times only if it equals `L` at all times. -/
theorem expectation_no_damping {n : Type*} [Fintype n] (A : Matrix n n ℂ) (E : n → ℝ)
    (c : n → ℂ) :
    (∀ ε > 0, ∀ T : ℝ, ∃ t > T, ∀ s,
      ‖expectation A (evolved E c (s + t)) - expectation A (evolved E c s)‖ < ε) ∧
    ∀ L, Tendsto (fun t => expectation A (evolved E c t)) atTop (𝓝 L) →
      ∀ s, expectation A (evolved E c s) = L := by
  simp only [expectation_eq_signal]
  exact ⟨fun ε hε T => signal_recurrence _ _ hε T,
    fun L h => (signal_tendsto_iff _ _ L).1 h⟩

/-- A flat continuous band of frequencies between `-1` and `1` gives a signal that equals
`2` at time zero and decays to zero at late times. -/
theorem continuum_damping :
    (∫ ω in (-1 : ℝ)..1, phase ω 0) = 2 ∧
    Tendsto (fun t : ℝ => ∫ ω in (-1 : ℝ)..1, phase ω t) atTop (𝓝 0) := by
  constructor
  · norm_num [phase]
  · have hlim : Tendsto (fun t : ℝ => 2 / t) atTop (𝓝 0) :=
      tendsto_const_nhds.div_atTop tendsto_id
    refine squeeze_zero_norm' ?_ hlim
    filter_upwards [eventually_gt_atTop (0 : ℝ)] with t ht
    have hc : -(Complex.I * (t : ℂ)) ≠ 0 :=
      neg_ne_zero.2 (mul_ne_zero Complex.I_ne_zero (Complex.ofReal_ne_zero.2 ht.ne'))
    have hp : ∀ ω : ℝ, phase ω t = Complex.exp (-(Complex.I * (t : ℂ)) * (ω : ℂ)) := by
      intro ω
      unfold phase
      congr 1
      ring
    -- integrating over the band produces a factor `1 / t`
    have e : (∫ ω in (-1 : ℝ)..1, phase ω t)
        = (phase 1 t - phase (-1) t) / (-(Complex.I * (t : ℂ))) := by
      simp only [hp]
      exact integral_exp_mul_complex hc
    have hn : ‖-(Complex.I * (t : ℂ))‖ = t := by
      rw [norm_neg, norm_mul, Complex.norm_I, one_mul, Complex.norm_real,
        Real.norm_eq_abs, abs_of_pos ht]
    have h2 : ‖phase 1 t - phase (-1) t‖ ≤ 2 := by
      have h := norm_sub_le (phase 1 t) (phase (-1) t)
      rw [norm_phase, norm_phase] at h
      linarith
    rw [e, norm_div, hn]
    exact div_le_div_of_nonneg_right h2 ht.le

end

end FiniteSystemRecurrence
```

```lean
#print axioms FiniteSystemRecurrence.signal_echo
#print axioms FiniteSystemRecurrence.expectation_no_damping
#print axioms FiniteSystemRecurrence.continuum_damping
```

```
'FiniteSystemRecurrence.signal_echo' depends on axioms: [propext, Classical.choice, Quot.sound]
'FiniteSystemRecurrence.expectation_no_damping' depends on axioms: [propext, Classical.choice, Quot.sound]
'FiniteSystemRecurrence.continuum_damping' depends on axioms: [propext, Classical.choice, Quot.sound]
```

## Signals with finitely many real frequencies

The object of study is

$$d(t)=\sum_k a_k\,e^{-i w_k t},$$

with complex amplitudes $a_k$ and real frequencies $w_k$. In Lean this is `signal a w t`, and each exponential is a `phase`. The index type `ι` carries the assumption `Fintype ι`, which says that there are finitely many terms. The type `w : ι → ℝ` makes the frequencies real, so no term has a damping factor of its own. Frequencies may coincide, and no ratio between them is assumed to be rational.

`signal_recurrence` says that for every $\varepsilon>0$ and every $T$ there is a $t>T$ such that $|d(s+t)-d(s)|<\varepsilon$ for all real $s$. The order of the quantifiers matters: one shift $t$ serves every instant $s$, so the whole history of the signal nearly repeats. `signal_tendsto_iff` says that $d(t)\to L$ as $t\to+\infty$ exactly when $d(s)=L$ for all $s$. For $L=0$ this is the absence of true damping.

The smallest cases show what is and is not claimed. With no terms, $d=0$. With one term and $w\neq0$, the signal repeats exactly after $2\pi/|w|$. With two terms of equal amplitude $a$ and frequency difference $\Delta\neq0$,

$$|d(t)|=2|a|\,|\cos(\Delta t/2)|,$$

which falls from its maximum to zero by $t=\pi/|\Delta|$ and is back at its maximum at $2\pi/|\Delta|$. If $\Delta$ is small, a run may cover only the fall. The theorem gives no upper bound on the return time, so it does not exclude apparent decay within a finite window.

## All phases return together

The central step, `phases_return`, finds a late time at which every phase is close to 1. Choose the step $\tau=|T|+1$, which is positive and larger than $T$, and record all phases at its multiples:

$$u_n=\left(e^{-i w_k n\tau}\right)_k .$$

Each component has modulus one (`norm_phase`), so every $u_n$ lies in the closed unit ball of a finite-dimensional space with the maximum norm. That ball is compact, hence some subsequence converges and its members come arbitrarily close to one another. There are therefore integers $m<n$ with

$$\left|e^{-i w_k n\tau}-e^{-i w_k m\tau}\right|<\delta\quad\text{for all }k.$$

Set $t=(n-m)\tau$. Since $n-m\ge1$, we have $t\ge\tau>T$. Phases over successive intervals multiply (`phase_add`), so the left side equals

$$\left|e^{-i w_k m\tau}\right|\left|e^{-i w_k t}-1\right|=\left|e^{-i w_k t}-1\right|,$$

and every phase at time $t$ is within $\delta$ of 1.

In the Lean proof, `tendsto_subseq` supplies the convergent subsequence `φ`, and `Metric.cauchySeq_iff'` supplies the two close samples, with $m$ and $n$ given by `φ N` and `φ (N + 1)`. The lemma `dist_le_pi_dist` passes from the distance between the vectors to the distance between single components.

## From phases to the signal

Shifting the signal by $t$ changes it by

$$d(s+t)-d(s)=\sum_k a_k e^{-i w_k s}\left(e^{-i w_k t}-1\right).$$

Let $S=\sum_k|a_k|$ and use the previous step with $\delta=\varepsilon/(S+1)$. The triangle inequality gives

$$|d(s+t)-d(s)|\le S\,\frac{\varepsilon}{S+1}<\varepsilon .$$

The instant $s$ has dropped out of the bound because $|e^{-i w_k s}|=1$, and this is why the recurrence is uniform. The added 1 keeps the denominator positive when all amplitudes vanish. The `calc` block in `signal_recurrence` follows these lines.

Echoes follow at once. If $\eta<|d(s)|$, apply recurrence with $\varepsilon=|d(s)|-\eta$ and a shift $t>T-s$. Then $s+t>T$ and

$$|d(s+t)|\ge|d(s)|-|d(s+t)-d(s)|>\eta,$$

which is `signal_echo`.

For the limit, suppose that $d(t)\to L$ but $r=|d(s)-L|>0$ for some $s$. Beyond some time $N$ the signal stays within $r/2$ of $L$. Choose a shift $t>N-s$ that changes the signal by less than $r/2$. Then

$$r\le|d(s+t)-L|+|d(s+t)-d(s)|<\frac r2+\frac r2=r,$$

a contradiction. In `signal_tendsto_iff` the three facts `h1`, `h2` and `h3` are the two half-bounds and the triangle inequality, and `linarith` combines them. The converse direction is the limit of a constant function.

## Expectation values in a finite-level system

With $\hbar=1$ and a time-independent Hamiltonian, a state with amplitudes $c_k$ in the energy eigenbasis evolves as $\psi_k(t)=c_k e^{-iE_k t}$. This is `evolved E c t`. For a matrix $A$ written in the same basis,

$$\langle\psi(t)|A|\psi(t)\rangle=\sum_{j,k}c_j^*A_{jk}c_k\,e^{-i(E_k-E_j)t}.$$

The complex conjugate of $e^{-iE_jt}$ reverses the sign of $E_j$, and multiplication by $e^{-iE_kt}$ leaves the Bohr frequency $E_k-E_j$. `expectation_eq_signal` is this identity, with the pair $(j,k)$ as the index of the signal. `expectation_no_damping` then carries over uniform recurrence and the statement that a late-time limit must be the value at all times. With a single level the only Bohr frequency is zero, and the expectation value is constant.

The matrix $A$ need not be Hermitian and $c$ need not be normalised. For nonzero $c$, the normalised expectation value is the one above divided by the constant $\sum_k|c_k|^2$, so the same conclusions hold for it.

## Linewidths in real-time calculations

In time-dependent density functional theory, the result applies to the linear-response dipole after a weak kick when the response consists of finitely many real excitation frequencies, as with an adiabatic kernel in a finite basis and a stable ground state. It does not cover nonlinear Kohn–Sham propagation, where the Hamiltonian depends on the evolving density, nor a driven system, one coupled to an infinite bath, or one with an absorbing potential at its boundary.

In such a calculation the dipole is recorded up to a final time, and the code commonly multiplies it by a window such as $e^{-\gamma t}$, with $\gamma>0$, before the Fourier transform. The window turns each discrete line into a peak of finite width. For a signal of the kind treated here, that width reflects $\gamma$ and the length of the run, and is not a lifetime of the model.

## A continuous band can decay

`continuum_damping` shows by one example that the result does not carry over from a finite sum to a continuous band of frequencies. Replace the sum by an integral over a flat band of frequencies from $-1$ to $1$. At $t=0$ the integrand is 1 and the integral is 2. For $t>0$,

$$\int_{-1}^{1}e^{-i\omega t}\,d\omega=\frac{e^{-it}-e^{it}}{-it}=\frac{2\sin t}{t}.$$

The numerator of the middle expression has modulus at most 2, so the signal is bounded by $2/t$ and tends to zero. Lean evaluates the integral with `integral_exp_mul_complex`, and `squeeze_zero_norm'` turns the bound into the limit. Every frequency in the band is real and undamped; the decay comes from dephasing across the continuum.
